# A Frobenius error bound for projecting a matrix onto its sketched range

An electronic-structure code often holds a large matrix whose singular values fall off quickly, such as a discretised response function, and can apply it to vectors more cheaply than it can diagonalise it. One way to compress such a matrix $A$ is to apply it to a few trial vectors, the columns of a sketch $W$, and to keep only the part of $A$ that lies in the span of the results. How much of $A$ is lost?

For a finite real square matrix, the problems below bound the loss in terms of the discarded singular values and the overlap of the sketch with the singular vectors. The bound holds for each fixed $W$ that satisfies an invertibility condition. Randomness is a way of choosing $W$, and no probability enters.

## Matrices, blocks and projectors

```lean
import Mathlib

open Matrix

namespace RandomizedRangeFinder

noncomputable section

variable {k m l n p : Type*} [Fintype k] [Fintype m] [Fintype l] [Fintype n] [Fintype p]
```

Write $\|M\|^2=\sum_{ij}M_{ij}^2$ for the squared Frobenius norm, which Lean calls `frobSq`.

```lean
/-- The squared Frobenius norm, the sum of the squares of all entries. -/
def frobSq (M : Matrix n p ℝ) : ℝ := ∑ i, ∑ j, M i j ^ 2
```

An orthogonal projector is a real matrix $P$ with $P^T=P$ and $P^2=P$.

```lean
/-- An orthogonal projector: a symmetric idempotent real matrix. -/
def IsOrthProjector (P : Matrix n n ℝ) : Prop := Pᵀ = P ∧ P * P = P
```

Let $A=U\Sigma V^T$ with $U,V$ orthogonal and $\Sigma=\mathrm{diag}(\sigma_1,\sigma_2)$, where $\sigma_1$ lists $k$ leading values and $\sigma_2$ lists $m$ trailing ones. Set $S_1=\mathrm{diag}(\sigma_1)$ and $S_2=\mathrm{diag}(\sigma_2)$. In Lean, `k` and `m` are finite index types, and the disjoint sum `k ⊕ m` labels all $n=k+m$ directions. The values need be neither ordered nor non-negative, so an ordinary singular value decomposition is a special case.

```lean
/-- The matrix `U diag(σ₁, σ₂) Vᵀ`, with its diagonal values split into a leading group `σ₁` and a
trailing group `σ₂`. -/
def svdMatrix [DecidableEq k] [DecidableEq m] (U V : Matrix (k ⊕ m) (k ⊕ m) ℝ)
    (σ₁ : k → ℝ) (σ₂ : m → ℝ) : Matrix (k ⊕ m) (k ⊕ m) ℝ :=
  U * diagonal (Sum.elim σ₁ σ₂) * Vᵀ
```

The sketch $W$ has $l$ columns. The first $k$ rows of $V^TW$ form $W_1$, its components along the leading right singular vectors, and the other $m$ rows form $W_2$.

```lean
/-- The block `W₁`: components of the sketch along the leading right singular vectors. -/
def leadRows (V : Matrix (k ⊕ m) (k ⊕ m) ℝ) (W : Matrix (k ⊕ m) l ℝ) : Matrix k l ℝ :=
  Matrix.of fun i j => (Vᵀ * W) (Sum.inl i) j

/-- The block `W₂`: components of the sketch along the trailing right singular vectors. -/
def tailRows (V : Matrix (k ⊕ m) (k ⊕ m) ℝ) (W : Matrix (k ⊕ m) l ℝ) : Matrix m l ℝ :=
  Matrix.of fun i j => (Vᵀ * W) (Sum.inr i) j
```

For a matrix $Y$ with independent columns, the projector onto their span is $Y(Y^TY)^{-1}Y^T$.

```lean
/-- The projector `Y (YᵀY)⁻¹ Yᵀ` built from the Gram matrix of the columns of `Y`. -/
def gramProjector [DecidableEq l] (Y : Matrix n l ℝ) : Matrix n n ℝ :=
  Y * (Yᵀ * Y)⁻¹ * Yᵀ
```

## (a) The squared norm as a trace

**Task.** Show that $\|M\|^2=\mathrm{tr}(M^TM)$.

**Solution.** The diagonal entries are $(M^TM)_{jj}=\sum_i M_{ij}^2$, and summing over $j$ gives every squared entry once. Lean exchanges the two sums and unfolds the trace.

```lean
/-- The squared Frobenius norm of `M` is the trace of `MᵀM`. -/
theorem frobSq_eq_trace (M : Matrix n p ℝ) : frobSq M = (Mᵀ * M).trace := by
  unfold frobSq
  rw [Finset.sum_comm]
  simp [Matrix.trace, Matrix.mul_apply, sq]
```

## (b) Invariance under orthogonal factors

**Task.** Show that $\|UMV^T\|=\|M\|$ for square $M$ when $U^TU=V^TV=1$.

**Solution.** By (a) and the cyclic property of the trace,
$$\|UMV^T\|^2=\mathrm{tr}(VM^TU^TUMV^T)=\mathrm{tr}(M^TMV^TV)=\|M\|^2.$$
The `calc` block removes $U^TU$, and `Matrix.trace_mul_comm` moves $V$ to the other end.

```lean
/-- Orthogonal changes of basis on both sides preserve the Frobenius norm. -/
theorem frobSq_orthogonal [DecidableEq n] (U V M : Matrix n n ℝ)
    (hU : Uᵀ * U = 1) (hV : Vᵀ * V = 1) : frobSq (U * M * Vᵀ) = frobSq M := by
  have h : (U * M * Vᵀ)ᵀ * (U * M * Vᵀ) = V * (Mᵀ * M * Vᵀ) := by
    calc (U * M * Vᵀ)ᵀ * (U * M * Vᵀ) = V * (Mᵀ * ((Uᵀ * U) * M) * Vᵀ) := by
          simp only [transpose_mul, transpose_transpose, Matrix.mul_assoc]
      _ = V * (Mᵀ * M * Vᵀ) := by rw [hU, Matrix.one_mul]
  rw [frobSq_eq_trace, frobSq_eq_trace, h, Matrix.trace_mul_comm V,
    Matrix.mul_assoc (Mᵀ * M), hV, Matrix.mul_one]
```

## (c) Pythagoras for a projector

**Task.** Show that $\|M\|^2=\|PM\|^2+\|M-PM\|^2$ for an orthogonal projector $P$.

**Solution.** The cross term vanishes, because
$$(PM)^T(M-PM)=M^TPM-M^TP^2M=0.$$
Hence $M^TM=(PM)^T(PM)+(M-PM)^T(M-PM)$, and taking traces gives the claim. In Lean, `h1` and `h2` reduce both products to $M^TPM$, and `h3` is the matrix identity.

```lean
/-- Pythagoras: the squared norm of `M` splits into its projected part and the remainder. -/
theorem frobSq_pythagoras {P : Matrix n n ℝ} (hP : IsOrthProjector P) (M : Matrix n p ℝ) :
    frobSq M = frobSq (P * M) + frobSq (M - P * M) := by
  have h1 : (P * M)ᵀ * (P * M) = Mᵀ * (P * M) := by
    rw [transpose_mul, hP.1, Matrix.mul_assoc, ← Matrix.mul_assoc P P M, hP.2]
  have h2 : (P * M)ᵀ * M = Mᵀ * (P * M) := by
    rw [transpose_mul, hP.1, Matrix.mul_assoc]
  have h3 : Mᵀ * M = (P * M)ᵀ * (P * M) + (M - P * M)ᵀ * (M - P * M) := by
    rw [transpose_sub, Matrix.sub_mul, Matrix.mul_sub, Matrix.mul_sub, h1, h2]
    abel
  rw [frobSq_eq_trace, frobSq_eq_trace, frobSq_eq_trace, ← Matrix.trace_add, ← h3]
```

## (d) Projection does at least as well as any trial combination

**Task.** Suppose $PY=Y$. Show that $\|A-PA\|^2\le\|A-YX\|^2$ for every coefficient matrix $X$.

**Solution.** Since $PYX=YX$,
$$A-PA=(A-YX)-P(A-YX).$$
By (c), the squared norm of the right side is $\|A-YX\|^2-\|P(A-YX)\|^2$, which is at most $\|A-YX\|^2$. This is a variational argument: any trial $X$ gives an upper bound on the projection error.

```lean
/-- If a projector fixes the columns of `Y`, its error on `A` is at most that of any
approximation of `A` by combinations `Y X` of those columns. -/
theorem projection_error_le {P : Matrix n n ℝ} (hP : IsOrthProjector P)
    (A : Matrix n p ℝ) (Y : Matrix n l ℝ) (hY : P * Y = Y) (X : Matrix l p ℝ) :
    frobSq (A - P * A) ≤ frobSq (A - Y * X) := by
  have h : A - P * A = (A - Y * X) - P * (A - Y * X) := by
    rw [Matrix.mul_sub, ← Matrix.mul_assoc, hY]
    abel
  have h0 : 0 ≤ frobSq (P * (A - Y * X)) :=
    Finset.sum_nonneg fun i _ => Finset.sum_nonneg fun j _ => sq_nonneg _
  rw [h]
  linarith [frobSq_pythagoras hP (A - Y * X)]
```

## (e) The bound for an oversampled sketch

**Task.** Let $R$ be an $l\times k$ matrix with $W_1R=1$, and let $P$ be an orthogonal projector that fixes the columns of $Y=AW$. Show that
$$\|A-PA\|^2\le\|S_2\|^2+\|S_2W_2R\|^2.$$

**Solution.** Take $X=KV^T$ with $K=\begin{pmatrix}R&0\end{pmatrix}$. Then
$$V^TWK=\begin{pmatrix}W_1R&0\\W_2R&0\end{pmatrix}=\begin{pmatrix}1&0\\W_2R&0\end{pmatrix},$$
so that
$$A-YX=U(\Sigma-\Sigma V^TWK)V^T=U\begin{pmatrix}0&0\\-S_2W_2R&S_2\end{pmatrix}V^T.$$
By (b) the orthogonal factors drop out, and the squared norm is the sum over the two nonzero blocks. Part (d) then gives the bound.

In the proof, `h11`, `h21` and `h2` compute the blocks of $V^TWK$, `hE` assembles the residual, `hA` takes out $U$ and $V^T$, and `hB` adds the block norms. The hypothesis `hY` says only that $P$ fixes the columns of $AW$, so $P$ may project onto a larger space than their span.

```lean
/-- Range-finder bound with oversampling: the sketch may have more columns than there are
leading singular values, and `R` is any right inverse of `W₁`. -/
theorem range_finder_oversampled [DecidableEq k] [DecidableEq m]
    (U V : Matrix (k ⊕ m) (k ⊕ m) ℝ) (hU : Uᵀ * U = 1) (hV : Vᵀ * V = 1)
    (σ₁ : k → ℝ) (σ₂ : m → ℝ) (W : Matrix (k ⊕ m) l ℝ) (R : Matrix l k ℝ)
    (hR : leadRows V W * R = 1) {P : Matrix (k ⊕ m) (k ⊕ m) ℝ} (hP : IsOrthProjector P)
    (hY : P * (svdMatrix U V σ₁ σ₂ * W) = svdMatrix U V σ₁ σ₂ * W) :
    frobSq (svdMatrix U V σ₁ σ₂ - P * svdMatrix U V σ₁ σ₂) ≤
      frobSq (diagonal σ₂) + frobSq (diagonal σ₂ * (tailRows V W * R)) := by
  -- the coefficients `K` make the leading block of `Vᵀ W K` the identity
  let K : Matrix l (k ⊕ m) ℝ := Matrix.of fun a => Sum.elim (R a) (fun _ => 0)
  have h11 : ∀ i j, (Vᵀ * W * K) (Sum.inl i) (Sum.inl j) = (1 : Matrix k k ℝ) i j :=
    fun i j => congrFun (congrFun hR i) j
  have h21 : ∀ i j, (Vᵀ * W * K) (Sum.inr i) (Sum.inl j) = (tailRows V W * R) i j :=
    fun i j => rfl
  have h2 : ∀ i j, (Vᵀ * W * K) i (Sum.inr j) = 0 := fun i j => by
    rw [Matrix.mul_apply]
    simp [K]
  -- only the trailing rows of the residual survive
  have hE : diagonal (Sum.elim σ₁ σ₂) - diagonal (Sum.elim σ₁ σ₂) * (Vᵀ * W * K) =
      fromBlocks 0 0 (-(diagonal σ₂ * (tailRows V W * R))) (diagonal σ₂) := by
    ext (i | i) (j | j)
    · rw [Matrix.sub_apply, diagonal_mul, h11]
      by_cases h : i = j <;> simp [Matrix.one_apply, h]
    · rw [Matrix.sub_apply, diagonal_mul, h2]
      simp
    · rw [Matrix.sub_apply, diagonal_mul, h21, fromBlocks_apply₂₁, Matrix.neg_apply,
        diagonal_mul]
      simp
    · rw [Matrix.sub_apply, diagonal_mul, h2]
      simp [diagonal_apply]
  have hA : svdMatrix U V σ₁ σ₂ - svdMatrix U V σ₁ σ₂ * W * (K * Vᵀ) =
      U * (diagonal (Sum.elim σ₁ σ₂) - diagonal (Sum.elim σ₁ σ₂) * (Vᵀ * W * K)) * Vᵀ := by
    simp only [svdMatrix, Matrix.mul_sub, Matrix.sub_mul, Matrix.mul_assoc]
  have hB : ∀ (B : Matrix m k ℝ) (C : Matrix m m ℝ),
      frobSq (fromBlocks (0 : Matrix k k ℝ) (0 : Matrix k m ℝ) (-B) C) =
        frobSq B + frobSq C := fun B C => by
    simp [frobSq, Fintype.sum_sum_type, Finset.sum_add_distrib]
  have h := projection_error_le hP (svdMatrix U V σ₁ σ₂) _ hY (K * Vᵀ)
  rw [hA, frobSq_orthogonal U V _ hU hV, hE, hB] at h
  linarith
```

## (f) The bound for a square leading block

**Task.** Let $W$ have exactly $k$ columns and let $W_1$ be invertible. Show that
$$\|A-PA\|^2\le\|S_2\|^2+\|S_2W_2W_1^{-1}\|^2.$$

**Solution.** Put $R=W_1^{-1}$ in (e). Lean states invertibility as `IsUnit (leadRows V W).det`. Equivalently, no combination of the trial vectors with coefficients not all zero may be orthogonal to all the leading right singular directions. The second term can be large when the sketch overlaps the leading directions weakly and the trailing ones strongly, and it vanishes when $W_2=0$.

```lean
/-- Range-finder bound: if `W₁` is invertible, projecting `A` with an orthogonal projector that
fixes the columns of `A W` leaves squared error at most `‖S₂‖² + ‖S₂ W₂ W₁⁻¹‖²`. -/
theorem range_finder_bound [DecidableEq k] [DecidableEq m]
    (U V : Matrix (k ⊕ m) (k ⊕ m) ℝ) (hU : Uᵀ * U = 1) (hV : Vᵀ * V = 1)
    (σ₁ : k → ℝ) (σ₂ : m → ℝ) (W : Matrix (k ⊕ m) k ℝ) (hW : IsUnit (leadRows V W).det)
    {P : Matrix (k ⊕ m) (k ⊕ m) ℝ} (hP : IsOrthProjector P)
    (hY : P * (svdMatrix U V σ₁ σ₂ * W) = svdMatrix U V σ₁ σ₂ * W) :
    frobSq (svdMatrix U V σ₁ σ₂ - P * svdMatrix U V σ₁ σ₂) ≤
      frobSq (diagonal σ₂) + frobSq (diagonal σ₂ * (tailRows V W * (leadRows V W)⁻¹)) :=
  range_finder_oversampled U V hU hV σ₁ σ₂ W _ (Matrix.mul_nonsing_inv _ hW) hP hY
```

## (g) A projector built from the samples

**Task.** Let $Y^TY$ be invertible. Show that $P=Y(Y^TY)^{-1}Y^T$ is an orthogonal projector with $PY=Y$.

**Solution.** First, $PY=Y(Y^TY)^{-1}(Y^TY)=Y$. Symmetry holds because the inverse of a symmetric matrix is symmetric. Finally, $P^2=(PY)(Y^TY)^{-1}Y^T=P$. Lean proves `hY` first and uses it for idempotence.

In the setting of (f), $Y^TY$ is invertible whenever all the leading values are nonzero, since the top block of $U^TY$ is then the invertible matrix $S_1W_1$.

A program would usually compute a thin QR factorisation of $Y$, whose factor $Q$ has orthonormal columns, and use $P=QQ^T$, because forming $Y^TY$ squares the condition number. It then stores $Q$ and $Q^TA$. It also takes a few more columns than the target rank, which is the situation of (e). The right side of the bound contains the trailing singular values and the blocks of $V^TW$, which the program does not have, so it serves to analyse the error and not to monitor it.

```lean
/-- When the Gram matrix `YᵀY` is invertible, `Y (YᵀY)⁻¹ Yᵀ` is an orthogonal projector that
fixes the columns of `Y`. -/
theorem gramProjector_spec [DecidableEq l] (Y : Matrix n l ℝ) (h : IsUnit (Yᵀ * Y).det) :
    IsOrthProjector (gramProjector Y) ∧ gramProjector Y * Y = Y := by
  have hY : gramProjector Y * Y = Y := by
    rw [gramProjector, Matrix.mul_assoc, Matrix.mul_assoc, Matrix.nonsing_inv_mul _ h,
      Matrix.mul_one]
  refine ⟨⟨?_, ?_⟩, hY⟩
  · simp only [gramProjector, transpose_mul, transpose_transpose, transpose_nonsing_inv,
      Matrix.mul_assoc]
  · calc gramProjector Y * gramProjector Y
        = (gramProjector Y * Y) * (Yᵀ * Y)⁻¹ * Yᵀ := by
          conv_lhs => rw [show gramProjector Y * gramProjector Y =
            gramProjector Y * (Y * (Yᵀ * Y)⁻¹ * Yᵀ) from rfl]
          simp only [Matrix.mul_assoc]
      _ = gramProjector Y := by rw [hY]; rfl
```

## (h) Exact recovery without a tail

**Task.** Let $\sigma_2=0$ and $W_1R=1$. Show that $PA=A$.

**Solution.** Both terms of the bound in (e) vanish, so $\|A-PA\|^2\le0$. A sum of squares that is not positive has only zero terms, hence every entry of $A-PA$ is zero. Lean isolates one entry by applying `Finset.single_le_sum` first to the sum over all rows and then to the sum over the entries of one row.

With $l>k$ the columns of $AW$ are now dependent, so the Gram formula of (g) does not apply; an orthonormal basis of their span still supplies a suitable $P$.

```lean
/-- If all trailing values vanish and `W₁` has a right inverse, an orthogonal projector that fixes
the columns of `A W` satisfies `P A = A`. -/
theorem exact_recovery [DecidableEq k] [DecidableEq m]
    (U V : Matrix (k ⊕ m) (k ⊕ m) ℝ) (hU : Uᵀ * U = 1) (hV : Vᵀ * V = 1)
    (σ₁ : k → ℝ) (W : Matrix (k ⊕ m) l ℝ) (R : Matrix l k ℝ)
    (hR : leadRows V W * R = 1) {P : Matrix (k ⊕ m) (k ⊕ m) ℝ} (hP : IsOrthProjector P)
    (hY : P * (svdMatrix U V σ₁ 0 * W) = svdMatrix U V σ₁ 0 * W) :
    P * svdMatrix U V σ₁ 0 = svdMatrix U V σ₁ 0 := by
  have h := range_finder_oversampled U V hU hV σ₁ 0 W R hR hP hY
  have hz : frobSq (diagonal (0 : m → ℝ)) +
      frobSq (diagonal (0 : m → ℝ) * (tailRows V W * R)) = 0 := by
    simp [frobSq, diagonal_apply]
  rw [hz] at h
  -- a sum of squares that is not positive has only zero terms
  ext i j
  have h1 := Finset.single_le_sum (f := fun i => ∑ j,
    (svdMatrix U V σ₁ 0 - P * svdMatrix U V σ₁ 0) i j ^ 2)
    (fun i _ => Finset.sum_nonneg fun j _ => sq_nonneg _) (Finset.mem_univ i)
  have h2 := Finset.single_le_sum (f := fun j =>
    (svdMatrix U V σ₁ 0 - P * svdMatrix U V σ₁ 0) i j ^ 2)
    (fun j _ => sq_nonneg _) (Finset.mem_univ j)
  have h3 : (svdMatrix U V σ₁ 0 - P * svdMatrix U V σ₁ 0) i j ^ 2 ≤ 0 :=
    h2.trans (h1.trans h)
  have h4 := pow_eq_zero_iff (two_ne_zero) |>.1 (le_antisymm h3 (sq_nonneg _))
  rw [Matrix.sub_apply] at h4
  linarith
```

## (i) A two-dimensional example

**Task.** For $A=\mathrm{diag}(2,1)$ and $W=(1,1)^T$, find a projector that meets the conditions of (f).

**Solution.** Here $U=V=1$ and $W_1=W_2=1$, so $W_1$ is invertible. The sample is $Y=AW=(2,1)^T$, and the projector onto it is
$$P=\frac15\begin{pmatrix}4&2\\2&1\end{pmatrix}.$$
It is symmetric, satisfies $P^2=P$ and fixes $Y$. The Lean statement consists of these conditions, verified entry by entry.

To compare the two sides of the bound, compute
$$A-PA=\frac15\begin{pmatrix}2&-2\\-4&4\end{pmatrix},\qquad \|A-PA\|^2=\frac{40}{25}=\frac85.$$
The right side of (f) is $1+1=2$, so the bound is respected with some room.

```lean
/-- For `A = diag(2, 1)` and the sketch `W = (1, 1)`, the block `W₁` is invertible and the matrix
with rows `(4/5, 2/5)` and `(2/5, 1/5)` is an orthogonal projector fixing `A W`. -/
theorem range_finder_witness :
    let W : Matrix (Fin 1 ⊕ Fin 1) (Fin 1) ℝ := Matrix.of fun _ _ => 1
    let A : Matrix (Fin 1 ⊕ Fin 1) (Fin 1 ⊕ Fin 1) ℝ := svdMatrix 1 1 (fun _ => 2) (fun _ => 1)
    let P : Matrix (Fin 1 ⊕ Fin 1) (Fin 1 ⊕ Fin 1) ℝ :=
      fromBlocks (Matrix.of fun _ _ => 4 / 5) (Matrix.of fun _ _ => 2 / 5)
        (Matrix.of fun _ _ => 2 / 5) (Matrix.of fun _ _ => 1 / 5)
    IsUnit (leadRows 1 W).det ∧ IsOrthProjector P ∧ P * (A * W) = A * W := by
  intro W A P
  have hY : A * W = Matrix.of fun i _ => Sum.elim (fun _ => 2) (fun _ => 1) i := by
    ext (i | i) j <;> simp [A, W, svdMatrix, diagonal_mul]
  refine ⟨?_, ⟨?_, ?_⟩, ?_⟩
  · simp [leadRows, W, Matrix.det_unique]
  · ext (i | i) (j | j) <;> simp [P]
  · ext (i | i) (j | j) <;> norm_num [P, Matrix.mul_apply, Fintype.sum_sum_type]
  · rw [hY]
    ext (i | i) j <;> norm_num [P, Matrix.mul_apply, Fintype.sum_sum_type]

end

end RandomizedRangeFinder
```

```lean
#print axioms RandomizedRangeFinder.range_finder_bound
-- 'RandomizedRangeFinder.range_finder_bound' depends on axioms: [propext, Classical.choice, Quot.sound]
#print axioms RandomizedRangeFinder.gramProjector_spec
-- 'RandomizedRangeFinder.gramProjector_spec' depends on axioms: [propext, Classical.choice, Quot.sound]
#print axioms RandomizedRangeFinder.exact_recovery
-- 'RandomizedRangeFinder.exact_recovery' depends on axioms: [propext, Classical.choice, Quot.sound]
```
